# Brauer ovals: two-row bounds on the eigenvalues of a complex matrix

Take a quantum system described in a finite orthonormal basis. The diagonal entries H_ii of its Hamiltonian matrix are the energies of the basis states, and the off-diagonal entries couple them. The couplings move the eigenvalues away from the diagonal entries, and one would like to bound the displacement without diagonalising. Gershgorin's discs give a bound of first order in the couplings. For a level well separated from the others, perturbation theory suggests a shift of second order. A bound that uses two rows at a time can show this.

Let H be a complex matrix with at least two rows, and write

R_i = ∑_{j ≠ i} |H_ij|

for the total coupling strength of basis state i, its deleted row sum. If Hx = Ex with x ≠ 0, then there are distinct i and j with

|E − H_ii| |E − H_jj| ≤ R_i R_j.

For given i and j, the complex numbers E that satisfy this inequality form an oval of Cassini, here called a Brauer oval.

## From two rows of the eigenvalue equation to an oval

Row i of Hx = Ex, with the diagonal term moved to the left, reads

(E − H_ii) x_i = ∑_{j ≠ i} H_ij x_j.

If every amplitude on the right has absolute value at most m, the triangle inequality gives

|E − H_ii| |x_i| ≤ R_i m.

Now let i carry the largest amplitude, and let j carry the largest among the rest. Since x ≠ 0, |x_i| > 0. In row i the other amplitudes are at most |x_j|, and in row j they are at most |x_i|, so

|E − H_ii| |x_i| ≤ R_i |x_j|,
|E − H_jj| |x_j| ≤ R_j |x_i|.

If x_j = 0, the first line forces E = H_ii, and the claim holds because its left side is zero. Otherwise multiply the two lines and cancel |x_i| |x_j| > 0.

## Discs, level shifts and small matrices

**Discs.** If a number z lay outside both Gershgorin discs, then |z − H_ii| > R_i and |z − H_jj| > R_j, and the product of the distances would exceed R_i R_j. Each oval therefore lies in the union of its two discs.

**Nonsingularity.** A singular matrix has the eigenvalue 0. The claim with E = 0 gives distinct i and j with |H_ii| |H_jj| ≤ R_i R_j. If the opposite strict inequality holds for all distinct pairs, H is nonsingular.

**Level shift.** Fix a level k and suppose that R_j < g ≤ |E − H_jj| for every j ≠ k. An oval of two levels i and j that are both different from k can't contain E, since

|E − H_ii| |E − H_jj| ≥ g² > R_i R_j.

So E lies in an oval of k and some j ≠ k, and

|E − H_kk| g ≤ |E − H_kk| |E − H_jj| ≤ R_k R_j.

Division by g gives |E − H_kk| ≤ R_k R_j / g. At fixed g this bound is of second order in the couplings.

**Two levels.** With levels 0 and 1 the row equations are

(E − H_00) x_0 = H_01 x_1,
(E − H_11) x_1 = H_10 x_0.

If x_0 ≠ 0, multiply the first by E − H_11, insert the second and cancel x_0. If x_0 = 0, then x_1 ≠ 0, and the same works with the roles exchanged. Either way

(E − H_00)(E − H_11) = H_01 H_10,

and since R_0 = |H_01| and R_1 = |H_10|, absolute values turn the oval inequality into an equality.

**Three rows.** Give three levels the energy 1, couple levels 0 and 1 with strength 1, and leave level 2 uncoupled. The normalised vector (1, −1, 0)/√2 has eigenvalue 0. The three distances from 0 to the diagonal entries have product 1, while the row sums 1, 1, 0 have product 0. The analogous inequality with three factors is false.

## The matrix and its row sums in Lean

The basis states are labelled by a finite type `n`, so `n` is the set of labels and not their number.

```lean
import Mathlib

open Matrix

namespace BrauerOvals

noncomputable section

variable {n : Type*} [Fintype n] [DecidableEq n]
```

The Hamiltonian is a `Matrix n n ℂ`. It isn't assumed Hermitian, so effective Hamiltonians with complex eigenvalues are included. The set `Finset.univ.erase i` contains all labels except `i`, and `‖H i j‖` is the absolute value of a complex number.

```lean
/-- The total coupling strength of basis state `i` to all other basis states: the sum of the
absolute values of the off-diagonal entries in row `i`. -/
def deletedRowSum (H : Matrix n n ℂ) (i : n) : ℝ :=
  ∑ j ∈ Finset.univ.erase i, ‖H i j‖
```

As a sum of absolute values, R_i is nonnegative. The later multiplications of inequalities need this.

```lean
/-- The total coupling strength of a basis state is nonnegative. -/
theorem deletedRowSum_nonneg (H : Matrix n n ℂ) (i : n) : 0 ≤ deletedRowSum H i :=
  Finset.sum_nonneg fun _ _ => norm_nonneg _
```

## One row of the eigenvalue equation

An eigenpair is given by `hx : H *ᵥ x = E • x`, where `*ᵥ` is the matrix-vector product, and, where it matters, by `hx0 : x ≠ 0`. No normalisation of x is required. The next lemma is the row equation. `congrFun hx i` extracts component `i`, `Finset.add_sum_erase` splits off the diagonal term, and `linear_combination` rearranges.

```lean
/-- Row `i` of the eigenvalue equation: the detuning `E - H i i` times the amplitude on `i`
equals the sum of the amplitudes fed in from the other basis states. -/
theorem row_equation {H : Matrix n n ℂ} {E : ℂ} {x : n → ℂ} (hx : H *ᵥ x = E • x) (i : n) :
    (E - H i i) * x i = ∑ j ∈ Finset.univ.erase i, H i j * x j := by
  have h := congrFun hx i
  simp only [Matrix.mulVec, dotProduct, Pi.smul_apply, smul_eq_mul] at h
  have hs : H i i * x i + ∑ j ∈ Finset.univ.erase i, H i j * x j = ∑ j, H i j * x j :=
    Finset.add_sum_erase _ (fun j => H i j * x j) (Finset.mem_univ i)
  linear_combination -hs - h
```

The row bound follows in the order used by hand: take absolute values, apply the triangle inequality `norm_sum_le`, replace each amplitude by `m`, and take `m` out of the sum.

```lean
/-- If all amplitudes of an eigenvector other than the one on `i` are at most `m` in absolute value,
then the absolute value of the detuning times that of the amplitude on `i` is at most the deleted
row sum times `m`. -/
theorem row_bound {H : Matrix n n ℂ} {E : ℂ} {x : n → ℂ} (hx : H *ᵥ x = E • x) (i : n)
    {m : ℝ} (hm : ∀ j, j ≠ i → ‖x j‖ ≤ m) :
    ‖E - H i i‖ * ‖x i‖ ≤ deletedRowSum H i * m := by
  calc ‖E - H i i‖ * ‖x i‖ = ‖∑ j ∈ Finset.univ.erase i, H i j * x j‖ := by
        rw [← norm_mul, row_equation hx i]
    _ ≤ ∑ j ∈ Finset.univ.erase i, ‖H i j * x j‖ := norm_sum_le _ _
    _ ≤ ∑ j ∈ Finset.univ.erase i, ‖H i j‖ * m := Finset.sum_le_sum fun j hj => by
        rw [norm_mul]
        exact mul_le_mul_of_nonneg_left (hm j (Finset.ne_of_mem_erase hj)) (norm_nonneg _)
    _ = deletedRowSum H i * m := by rw [deletedRowSum, Finset.sum_mul]
```

## The oval theorem

The assumption `[Nontrivial n]` says that there are at least two basis states; with only one there is no pair to choose. The conclusion asserts that a suitable pair exists for the given eigenvalue. It doesn't say which pair, so a search region for the whole spectrum is the union of the ovals over all pairs.

Both choices of a largest amplitude are made by `Finset.exists_max_image`, the second on the labels other than `i`. The inequalities `h1` and `h2` are the two row bounds. The `rcases` line separates x_j = 0 from x_j ≠ 0. In the second case `mul_le_mul` multiplies the bounds, and `le_of_mul_le_mul_right` cancels the amplitudes.

```lean
/-- **Brauer's theorem.** Every eigenvalue `E` of a complex matrix with at least two rows lies in
an oval of Cassini: for some distinct `i` and `j`, the product of the distances from `E` to the
diagonal entries is at most the product of the deleted row sums. -/
theorem brauer_oval [Nontrivial n] {H : Matrix n n ℂ} {E : ℂ} {x : n → ℂ}
    (hx0 : x ≠ 0) (hx : H *ᵥ x = E • x) :
    ∃ i j, i ≠ j ∧
      ‖E - H i i‖ * ‖E - H j j‖ ≤ deletedRowSum H i * deletedRowSum H j := by
  -- `i` carries the largest amplitude, `j` the largest among the others
  obtain ⟨i, -, hi⟩ :=
    Finset.exists_max_image Finset.univ (fun l => ‖x l‖) Finset.univ_nonempty
  obtain ⟨k, hk⟩ := exists_ne i
  obtain ⟨j, hj, hjmax⟩ := Finset.exists_max_image (Finset.univ.erase i) (fun l => ‖x l‖)
    ⟨k, Finset.mem_erase.mpr ⟨hk, Finset.mem_univ k⟩⟩
  have hji : j ≠ i := Finset.ne_of_mem_erase hj
  have hxi : 0 < ‖x i‖ := by
    obtain ⟨l, hl⟩ := Function.ne_iff.mp hx0
    have hl' : x l ≠ 0 := hl
    exact lt_of_lt_of_le (norm_pos_iff.mpr hl') (hi l (Finset.mem_univ l))
  have h1 : ‖E - H i i‖ * ‖x i‖ ≤ deletedRowSum H i * ‖x j‖ :=
    row_bound hx i fun l hl => hjmax l (Finset.mem_erase.mpr ⟨hl, Finset.mem_univ l⟩)
  have h2 : ‖E - H j j‖ * ‖x j‖ ≤ deletedRowSum H j * ‖x i‖ :=
    row_bound hx j fun l _ => hi l (Finset.mem_univ l)
  have hRi := deletedRowSum_nonneg H i
  have hRj := deletedRowSum_nonneg H j
  refine ⟨i, j, hji.symm, ?_⟩
  rcases (norm_nonneg (x j)).eq_or_lt with h0 | hxj
  · -- the eigenvector sits on `i` alone, so `E` is the diagonal entry
    rw [← h0, mul_zero] at h1
    have hz : ‖E - H i i‖ = 0 := by
      refine le_antisymm ?_ (norm_nonneg _)
      by_contra hc
      have := mul_pos (not_le.mp hc) hxi
      linarith
    rw [hz, zero_mul]
    exact mul_nonneg hRi hRj
  · -- multiply the two row bounds and cancel the amplitudes
    have h3 := mul_le_mul h1 h2 (by positivity) (mul_nonneg hRi hxj.le)
    refine le_of_mul_le_mul_right ?_ (mul_pos hxi hxj)
    linarith
```

## Comparison with discs and a test for nonsingularity

The inclusion in the two discs concerns any complex number `z`, whether or not it is an eigenvalue. The proof is by contradiction, with `mul_lt_mul''` multiplying the two strict inequalities.

```lean
/-- Each Brauer oval is contained in the union of the two Gershgorin discs of its rows. -/
theorem oval_subset_discs (H : Matrix n n ℂ) (i j : n) (z : ℂ)
    (h : ‖z - H i i‖ * ‖z - H j j‖ ≤ deletedRowSum H i * deletedRowSum H j) :
    ‖z - H i i‖ ≤ deletedRowSum H i ∨ ‖z - H j j‖ ≤ deletedRowSum H j := by
  by_contra hc
  rw [not_or, not_le, not_le] at hc
  have := mul_lt_mul'' hc.1 hc.2 (deletedRowSum_nonneg H i) (deletedRowSum_nonneg H j)
  linarith
```

Nonsingularity is expressed as `H.det ≠ 0`. If the determinant vanished, `Matrix.exists_mulVec_eq_zero_iff` would supply a nonzero null vector, to which the oval theorem applies with `E := 0`. The hypothesis is weaker than strict diagonal dominance, because one row may have |H_ii| ≤ R_i if all the others compensate for it.

```lean
/-- A complex matrix with at least two rows is nonsingular if, for every pair of distinct rows,
the product of the absolute diagonal entries exceeds the product of the deleted row sums. -/
theorem det_ne_zero_of_pairwise_dominant [Nontrivial n] (H : Matrix n n ℂ)
    (h : ∀ i j, i ≠ j → deletedRowSum H i * deletedRowSum H j < ‖H i i‖ * ‖H j j‖) :
    H.det ≠ 0 := by
  intro hdet
  obtain ⟨x, hx0, hx⟩ := Matrix.exists_mulVec_eq_zero_iff.mpr hdet
  -- a null vector is an eigenvector with eigenvalue zero
  obtain ⟨i, j, hij, hle⟩ := brauer_oval (E := 0) hx0 (by rw [hx, zero_smul])
  rw [zero_sub, zero_sub, norm_neg, norm_neg] at hle
  exact not_lt_of_ge hle (h i j hij)
```

## A second-order bound on the shift of one level

The hypothesis `hg` contains both conditions on g. The number g is a lower bound on the energy gap between the eigenvalue and the basis levels other than `k`. The gap is measured from E itself, not from H_kk, and the lower bound is assumed, not derived from the matrix. The condition that g exceeds the other row sums, which include the couplings to `k`, ensures that E lies outside every oval of two levels different from `k`. With only two levels there are no such ovals, and that condition serves only to make g positive.

The auxiliary statement `key` turns an oval containing row `k` into the desired bound. The two `by_cases` lines treat the pairs in which `k` comes first or second, and the final lines rule out the remaining pairs.

```lean
/-- Level shift bound: let `E` be an eigenvalue of a matrix with at least two rows. If every
diagonal entry other than that of `k` is at least `g` away from `E`, and `g` exceeds the deleted
row sums of those other rows, then `E` differs from `H k k` by at most `R k * R j / g` for some
`j ≠ k`, where `R` denotes the deleted row sums. -/
theorem level_shift_bound [Nontrivial n] {H : Matrix n n ℂ} {E : ℂ} {x : n → ℂ}
    (hx0 : x ≠ 0) (hx : H *ᵥ x = E • x) (k : n) (g : ℝ)
    (hg : ∀ j, j ≠ k → deletedRowSum H j < g ∧ g ≤ ‖E - H j j‖) :
    ∃ j, j ≠ k ∧ ‖E - H k k‖ ≤ deletedRowSum H k * deletedRowSum H j / g := by
  -- an oval that involves row `k` gives the bound
  have key : ∀ j, j ≠ k →
      ‖E - H k k‖ * ‖E - H j j‖ ≤ deletedRowSum H k * deletedRowSum H j →
      ‖E - H k k‖ ≤ deletedRowSum H k * deletedRowSum H j / g := by
    intro j hj h
    have hpos : 0 < g := lt_of_le_of_lt (deletedRowSum_nonneg H j) (hg j hj).1
    rw [le_div_iff₀ hpos]
    exact (mul_le_mul_of_nonneg_left (hg j hj).2 (norm_nonneg _)).trans h
  obtain ⟨i, j, hij, h⟩ := brauer_oval hx0 hx
  by_cases hik : i = k
  · rw [hik] at h hij
    exact ⟨j, hij.symm, key j hij.symm h⟩
  by_cases hjk : j = k
  · rw [hjk] at h hij
    exact ⟨i, hij, key i hij (by linarith)⟩
  -- `E` is outside every oval that does not involve row `k`
  have := mul_lt_mul'' ((hg i hik).1.trans_le (hg i hik).2)
    ((hg j hjk).1.trans_le (hg j hjk).2) (deletedRowSum_nonneg H i) (deletedRowSum_nonneg H j)
  linarith
```

For a finite Hamiltonian matrix in an orthonormal basis, this limits how far the eigenvalue E can lie from H_kk, provided that the gap exceeds the row sums of all the other levels. In a large configuration-interaction matrix the row of a level other than `k` can contain many couplings, and its row sum can exceed the gap even if each coupling is small. The theorem then doesn't apply. Nor does it say anything about the error made by truncating the basis.

## Equality for two levels, failure for three rows

For two levels the index type is `Fin 2`, with labels 0 and 1. The facts `e0` and `e1` reduce each row sum to a single entry. The secular equation is `hsec`, proved by the same division into x_0 = 0 and x_0 ≠ 0, with `mul_right_cancel₀` cancelling the nonzero amplitude.

```lean
/-- For a two-level matrix every eigenvalue lies exactly on the boundary curve of the oval:
the Brauer inequality is an equality. -/
theorem two_level_equality {H : Matrix (Fin 2) (Fin 2) ℂ} {E : ℂ} {x : Fin 2 → ℂ}
    (hx0 : x ≠ 0) (hx : H *ᵥ x = E • x) :
    ‖E - H 0 0‖ * ‖E - H 1 1‖ = deletedRowSum H 0 * deletedRowSum H 1 := by
  have e0 : Finset.univ.erase (0 : Fin 2) = {1} := by decide
  have e1 : Finset.univ.erase (1 : Fin 2) = {0} := by decide
  have h0 := row_equation hx 0
  have h1 := row_equation hx 1
  rw [e0, Finset.sum_singleton] at h0
  rw [e1, Finset.sum_singleton] at h1
  -- the secular equation, obtained by cancelling a nonzero amplitude
  have hsec : (E - H 0 0) * (E - H 1 1) = H 0 1 * H 1 0 := by
    by_cases hz : x 0 = 0
    · have hz1 : x 1 ≠ 0 := by
        intro hz1
        apply hx0
        funext i
        fin_cases i
        · exact hz
        · exact hz1
      apply mul_right_cancel₀ hz1
      linear_combination (E - H 0 0) * h1 + H 1 0 * h0
    · apply mul_right_cancel₀ hz
      linear_combination (E - H 1 1) * h0 + H 0 1 * h1
  rw [deletedRowSum, deletedRowSum, e0, e1, Finset.sum_singleton, Finset.sum_singleton,
    ← norm_mul, ← norm_mul, hsec]
```

The three-level example is entered as an explicit matrix.

```lean
/-- Three levels of equal energy `1`, the first two coupled with strength `1` and the third
uncoupled. -/
def threeLevel : Matrix (Fin 3) (Fin 3) ℂ := !![1, 1, 0; 1, 1, 0; 0, 0, 1]
```

The theorem about it has two parts: the eigenvalue equation for the unnormalised vector (1, −1, 0), and the strict inequality between the two products. The first is checked component by component. For the second, `h2` shows that the uncoupled level has row sum zero, which makes the product of the row sums vanish. The oval theorem itself is respected here: for levels 0 and 1 both sides equal 1.

```lean
/-- Products over three rows do not bound the spectrum: `threeLevel` has the eigenvector
`(1, -1, 0)` with eigenvalue `0`, yet the product of the three distances from `0` to the diagonal
entries exceeds the product of the three deleted row sums. -/
theorem three_row_product_fails :
    threeLevel *ᵥ ![1, -1, 0] = (0 : ℂ) • ![1, -1, 0] ∧
      ∏ i, deletedRowSum threeLevel i < ∏ i, ‖(0 : ℂ) - threeLevel i i‖ := by
  constructor
  · ext i
    fin_cases i <;> simp [threeLevel, Matrix.mulVec, dotProduct, Fin.sum_univ_succ]
  · -- the uncoupled level has row sum zero
    have e2 : Finset.univ.erase (2 : Fin 3) = {0, 1} := by decide
    have h2 : deletedRowSum threeLevel 2 = 0 := by
      rw [deletedRowSum, e2, Finset.sum_pair (by decide)]
      simp [threeLevel]
    rw [Fin.prod_univ_three, Fin.prod_univ_three, h2, mul_zero]
    simp [threeLevel]

end

end BrauerOvals
```

```lean
#print axioms BrauerOvals.brauer_oval
#print axioms BrauerOvals.det_ne_zero_of_pairwise_dominant
#print axioms BrauerOvals.two_level_equality
#print axioms BrauerOvals.three_row_product_fails
```

```
'BrauerOvals.brauer_oval' depends on axioms: [propext, Classical.choice, Quot.sound]
'BrauerOvals.det_ne_zero_of_pairwise_dominant' depends on axioms: [propext, Classical.choice, Quot.sound]
'BrauerOvals.two_level_equality' depends on axioms: [propext, Classical.choice, Quot.sound]
'BrauerOvals.three_row_product_fails' depends on axioms: [propext, Classical.choice, Quot.sound]
```
